# When one fragment contains all the others, the inclusion-exclusion energy is the energy of that fragment

In a fragment method, the inclusion-exclusion energy of a finite selection of fragments is the sum of the energies of all intersections of one or more of them, with a plus sign for odd numbers of fragments and a minus sign for even. The theorem `ieEnergy_of_largest` states that if one fragment of the selection contains all the others, this sum is equal to the energy of that fragment. Fragments are sets of atoms, and the energy may be any function of such sets with values in an abelian group, so neither additivity nor a zero energy for the empty set is assumed. The attempt first discards every fragment but the largest, by the lemma on redundant fragments. It then treats the one that remains as added to an empty selection, and leaves the evaluation of the two resulting terms to `simp`.

The first attempt, which Lean rejects:

```lean
import Mathlib

open Finset

namespace RedundantFragments

variable {ι α A : Type*} [AddCommGroup A]

/-- The inclusion-exclusion energy of the fragments `F i`, `i ∈ s`: the signed sum of the
energies of all intersections of one or more fragments. -/
def ieEnergy (E : Set α → A) (F : ι → Set α) (s : Finset ι) : A :=
  ∑ I ∈ s.powerset.filter (fun I => I.Nonempty),
    ((-1 : ℤ) ^ (I.card + 1)) • E (⋂ i ∈ I, F i)

/-- The alternating sum of the energies of the overlaps of an atom set `X` with the
fragments `F i`, `i ∈ s`, starting with the energy of `X` itself. -/
def overlapSum (E : Set α → A) (F : ι → Set α) (X : Set α) (s : Finset ι) : A :=
  ∑ I ∈ s.powerset, ((-1 : ℤ) ^ I.card) • E (X ∩ ⋂ i ∈ I, F i)

variable [DecidableEq ι]

/-- Adding a new fragment changes the inclusion-exclusion energy by the overlap sum of that
fragment with the fragments already present. -/
theorem ieEnergy_insert (E : Set α → A) (F : ι → Set α) {s : Finset ι} {a : ι}
    (ha : a ∉ s) :
    ieEnergy E F (insert a s) = ieEnergy E F s + overlapSum E F (F a) s := by
  unfold ieEnergy overlapSum
  -- split the index sets into those without and those with the new fragment
  rw [Finset.sum_filter, Finset.sum_filter, Finset.sum_powerset_insert ha]
  congr 1
  refine Finset.sum_congr rfl fun I hI => ?_
  have haI : a ∉ I := fun h => ha (Finset.mem_powerset.mp hI h)
  rw [if_pos (Finset.insert_nonempty a I), Finset.card_insert_of_notMem haI,
    Finset.set_biInter_insert, pow_succ, pow_succ]
  simp only [mul_neg, mul_one, neg_neg]

/-- The overlap sum of an atom set contained in one of the fragments vanishes. -/
theorem overlapSum_eq_zero (E : Set α → A) (F : ι → Set α) {X : Set α} {s : Finset ι}
    {j : ι} (hj : j ∈ s) (hX : X ⊆ F j) : overlapSum E F X s = 0 := by
  rw [← Finset.insert_erase hj]
  unfold overlapSum
  -- pair each index set `I` without `j` with `insert j I`
  rw [Finset.sum_powerset_insert (Finset.notMem_erase j s), ← Finset.sum_add_distrib]
  refine Finset.sum_eq_zero fun I hI => ?_
  have hjI : j ∉ I := fun h => Finset.notMem_erase j s (Finset.mem_powerset.mp hI h)
  -- intersecting with `F j` changes nothing, so the two terms cancel
  rw [Finset.card_insert_of_notMem hjI, Finset.set_biInter_insert, ← Set.inter_assoc,
    Set.inter_eq_left.mpr hX, pow_succ]
  simp only [mul_neg, mul_one, neg_zsmul, add_neg_cancel]

/-- Appending a fragment contained in one already present leaves the inclusion-exclusion
energy unchanged, for every energy function with values in an abelian group. -/
theorem ieEnergy_insert_redundant (E : Set α → A) (F : ι → Set α) {s : Finset ι}
    {a j : ι} (hj : j ∈ s) (haj : F a ⊆ F j) :
    ieEnergy E F (insert a s) = ieEnergy E F s := by
  by_cases ha : a ∈ s
  · rw [Finset.insert_eq_of_mem ha]
  · rw [ieEnergy_insert E F ha, overlapSum_eq_zero E F hj haj, add_zero]

/-- A selection `s` of fragments may be reduced to a smaller selection `t` without changing the
energy, provided every fragment of `s` is contained in a fragment of `t`. -/
theorem ieEnergy_delete_redundant (E : Set α → A) (F : ι → Set α) {s t : Finset ι}
    (hts : t ⊆ s) (h : ∀ i ∈ s, ∃ j ∈ t, F i ⊆ F j) :
    ieEnergy E F s = ieEnergy E F t := by
  -- put the fragments back one at a time
  have key : ∀ u : Finset ι, (∀ i ∈ u, ∃ j ∈ t, F i ⊆ F j) →
      ieEnergy E F (t ∪ u) = ieEnergy E F t := by
    intro u
    induction u using Finset.induction_on with
    | empty => intro _; rw [Finset.union_empty]
    | insert a u _ ih =>
      intro hu
      obtain ⟨j, hj, haj⟩ := hu a (Finset.mem_insert_self a u)
      rw [Finset.union_insert,
        ieEnergy_insert_redundant E F (Finset.mem_union_left u hj) haj]
      exact ih fun i hi => hu i (Finset.mem_insert_of_mem hi)
  have hs := key s h
  rwa [Finset.union_eq_right.mpr hts] at hs

/-- If one fragment contains all the others, the inclusion-exclusion energy is the energy of
that fragment. -/
theorem ieEnergy_of_largest (E : Set α → A) (F : ι → Set α) {s : Finset ι} {j : ι}
    (hj : j ∈ s) (h : ∀ i ∈ s, F i ⊆ F j) : ieEnergy E F s = E (F j) := by
  rw [ieEnergy_delete_redundant E F (Finset.singleton_subset_iff.mpr hj)
    fun i hi => ⟨j, Finset.mem_singleton_self j, h i hi⟩]
  have h1 := ieEnergy_insert E F (Finset.notMem_empty j)
  rw [insert_empty_eq] at h1
  rw [h1]
  simp [ieEnergy, overlapSum]

end RedundantFragments
```

Compiling this gives:

```
Main.lean:83:72: error: unsolved goals
ι : Type u_1
α : Type u_2
A : Type u_3
inst✝¹ : AddCommGroup A
inst✝ : DecidableEq ι
E : Set α → A
F : ι → Set α
s : Finset ι
j : ι
hj : j ∈ s
h : ∀ i ∈ s, F i ⊆ F j
h1 : ieEnergy E F {j} = ieEnergy E F ∅ + overlapSum E F (F j) ∅
⊢ ∑ I ∈ {∅} with I.Nonempty, (-1) ^ (#I + 1) • E (⋂ i ∈ I, F i) = 0
```

Cause. The error says that the proof ends with a goal still open. The last `simp` has dealt with the overlap sum, which gives `E (F j)` and cancels against the right-hand side. What remains is to show that the inclusion-exclusion energy of the empty selection is zero. `simp` has reduced the powerset of `∅` to `{∅}`, but it has not gone on to see that the filter `I.Nonempty` removes this only member and leaves an empty sum. The goal is therefore true, and `simp` merely stopped short of it.

The repair proves this fact separately as `h0`. By `Finset.sum_eq_zero` it is enough that each term of the sum vanishes, and there are no terms, since an index set `I` in the filtered powerset would have to be both empty and nonempty. Rewriting with `h1`, `h0` and `zero_add` then leaves only the overlap sum on the left, and `simp [overlapSum]` shows that it equals `E (F j)`.

This version goes through:

```diff
@@ -86,6 +86,13 @@
   have h1 := ieEnergy_insert E F (Finset.notMem_empty j)
   rw [insert_empty_eq] at h1
-  rw [h1]
-  simp [ieEnergy, overlapSum]
+  -- an empty selection has no nonempty index sets, hence no energy
+  have h0 : ieEnergy E F ∅ = 0 := by
+    unfold ieEnergy
+    refine Finset.sum_eq_zero fun I hI => ?_
+    obtain ⟨hI1, hI2⟩ := Finset.mem_filter.mp hI
+    have hI3 : I = ∅ := Finset.subset_empty.mp (Finset.mem_powerset.mp hI1)
+    exact absurd hI3 (Finset.nonempty_iff_ne_empty.mp hI2)
+  rw [h1, h0, zero_add]
+  simp [overlapSum]
 
 end RedundantFragments
```
